# With rigid core levels and independent energy zeros, exactly one linear combination of the six alignment energies gives the valence band offset

## Lining up three calculations

To obtain the valence band offset of a heterojunction by core-level alignment, one runs three calculations: bulk A, bulk B, and a cell that contains the interface. The two bulk runs supply the distance from a core level to the valence band edge in each material. The interface run supplies the distance between the core levels of the two materials. The last step is a line of arithmetic such as

`vbo = (vB - rB) - (vA - rA) + (rB_int - rA_int)`

where the first four numbers come from the bulk outputs and the last two from the interface output, read from atoms far enough from the junction to be bulk-like.

The core levels serve as a common reference between the calculations. Some such reference is called for because the energy zero of a periodic calculation is a convention. Many codes set the average electrostatic potential of the cell to zero, and this average sits at different places in different cells. The two reported band edges therefore can't be subtracted directly.

Take some invented values in eV. Bulk A reports a band edge at $5.0$ and a core level at $-80.0$, bulk B reports $6.2$ and $-95.0$, and the interface cell reports core levels at $-79.0$ for A and $-93.5$ for B. The formula gives $101.2 - 85.0 - 14.5 = 1.7$. Subtracting the reported band edges gives $1.2$, which is wrong by the difference between the two bulk zeros.

## Levels, zeros and reported numbers

Let $V_A$ and $V_B$ be the valence band edges of the two materials and $R_A$ and $R_B$ their core levels, all four on one common energy scale, as they stand in the bulk-like regions on either side of the junction. Let $t_A$, $t_B$ and $t$ be the positions on that scale of the energy zeros of bulk A, bulk B and the interface cell. The reported numbers are

$$
\begin{aligned}
d_0 &= V_A - t_A, & d_1 &= R_A - t_A, & d_2 &= V_B - t_B,\\
d_3 &= R_B - t_B, & d_4 &= R_A - t, & d_5 &= R_B - t.
\end{aligned}
$$

The wanted quantity is $V_B - V_A$, which is positive when the band edge of B lies higher. The same $R_A$ appears in $d_1$ and $d_4$, and the same $R_B$ in $d_3$ and $d_5$. This is the physical assumption of the method: the core level keeps its distance from the band edge when the material becomes part of the junction. A potential step at the interface doesn't violate it, since such a step moves the core level and the band edge of one side together.

The claim is that

$$
\sum_{i=0}^{5} c_i d_i = V_B - V_A
$$

holds for all real values of the four levels and three zeros exactly when $c = (-1, 1, 1, -1, -1, 1)$.

## The zeros cancel

With these coefficients the sum is

$$
a(d) = (d_2 - d_3) - (d_0 - d_1) + (d_5 - d_4).
$$

Each bracket is a difference within one calculation, so its zero drops out:

$$
d_2 - d_3 = V_B - R_B, \qquad d_0 - d_1 = V_A - R_A, \qquad d_5 - d_4 = R_B - R_A.
$$

Adding them with their signs gives

$$
a(d) = V_B - R_B - V_A + R_A + R_B - R_A = V_B - V_A .
$$

## No other formula works

Uniqueness rests on the fact that the six data are independent: any six real numbers $d_0, \dots, d_5$ are the data of some choice of levels and zeros. Shifting all seven energies together changes no datum, so we may set $t = 0$ and solve in turn:

$$
\begin{aligned}
R_A &= d_4, & R_B &= d_5,\\
t_A &= R_A - d_1 = d_4 - d_1, & t_B &= R_B - d_3 = d_5 - d_3,\\
V_A &= d_0 + t_A = d_0 + d_4 - d_1, & V_B &= d_2 + t_B = d_2 + d_5 - d_3.
\end{aligned}
$$

Now let $F$ be any function of the six data, linear or not, that always returns the offset. Given $d$, pick levels and zeros that produce it. Then $F(d) = V_B - V_A$ by assumption and $a(d) = V_B - V_A$ by the cancellation, so $F(d) = a(d)$.

If $F(d) = \sum_i c_i d_i$, insert the unit vector $e_k$, which has $1$ in place $k$ and $0$ elsewhere. The left side becomes $c_k$ and the right side becomes the $k$-th entry of $(-1, 1, 1, -1, -1, 1)$. This fixes all six coefficients.

The same unit vectors show that each datum is needed. Choose one setup with data $e_k$ and another with data $0$. They agree on the five data other than $d_k$, but their offsets are $\pm 1$ and $0$. No function of those five data alone can return both.

## Two assumptions and what fails without them

**Rigid core levels.** Keep $V_A$ and $V_B$ as the band edges at the junction, and let $R_A$ and $R_B$ now be the places where the core levels would lie at their bulk distances from these edges. Suppose the actual core levels in the interface cell are displaced from there by $\delta_A$ and $\delta_B$, for instance because the layers are strained differently from the bulk cells. Then $d_4 = R_A + \delta_A - t$ and $d_5 = R_B + \delta_B - t$, and the last bracket becomes $R_B - R_A + \delta_B - \delta_A$. The formula returns

$$
V_B - V_A + (\delta_B - \delta_A).
$$

In the example with invented values, suppose that $\delta_A = 0$ and $\delta_B = 0.1$ eV. The formula still returns $1.7$ eV, but the true offset is $1.6$ eV. Equal displacements on both sides do no harm.

**Independent zeros.** If the two bulk zeros were known to coincide on the common scale of the junction, $t_A = t_B$, then $d_2 - d_0$ would also equal $V_B - V_A$. Its coefficients are $(-1, 0, 1, 0, 0, 0)$, so uniqueness would be lost. A shared convention isn't enough for this. If both bulk band edges are given relative to vacuum, for example, charge rearrangement at the interface can still shift the two zeros against each other.

## How the Lean statements read

A `Setup` is a record of seven real numbers, the four levels and the three zeros, with no relation imposed among them. The function `data` turns a setup into the six reported energies. They are indexed by `Fin 6`, so the places run from 0 to 5 as in $d_0, \dots, d_5$. The definition `offset` fixes the sign convention $V_B - V_A$, and `alignment` is the sum $a(d)$ with the coefficients stored in `coeff`.

The main theorem, `linear_combination_unique`, says that for any six real coefficients `c`, the combination equals the offset for every setup if and only if `c` is the stated vector. One direction says that the formula is correct, the other that it is unique. The theorem `recovers_offset_iff` makes the corresponding statement for arbitrary functions of the data, which includes formulas with a constant term or with products of energies.

"Every setup" includes unphysical ones in which a core level lies above the band edge, and the test on unit vectors uses some of these. A short argument by hand, which is not in the file, shows that linear uniqueness survives the restriction to $R_A < V_A$ and $R_B < V_B$: the allowed data still fill an open region, and two linear functions that agree on an open region are equal.

For electronic-structure practice, the result settles the signs and the number of inputs in the alignment step, within a model where each material is reduced to one band edge and one core level at a fixed distance. It says nothing about the accuracy of the computed levels, about whether the interface cell is thick enough, or about the size of $\delta_A$ and $\delta_B$.

## The complete file

```lean
import Mathlib

namespace CoreLevelAlignment

noncomputable section

/-- Valence band edges `VA`, `VB` and core levels `RA`, `RB` of two materials, with the energy
zeros `tA`, `tB` of the two bulk calculations and `t` of the interface calculation. -/
structure Setup where
  VA : ℝ
  RA : ℝ
  VB : ℝ
  RB : ℝ
  tA : ℝ
  tB : ℝ
  t : ℝ

/-- The six reported energies: band edge and core level from bulk A, the same from bulk B,
and the two core levels from the interface cell, each relative to the zero of its calculation. -/
def data (s : Setup) : Fin 6 → ℝ :=
  ![s.VA - s.tA, s.RA - s.tA, s.VB - s.tB, s.RB - s.tB, s.RA - s.t, s.RB - s.t]

/-- The valence band offset between the two materials. -/
def offset (s : Setup) : ℝ := s.VB - s.VA

/-- The coefficients of the core-level alignment formula, in the order of `data`. -/
def coeff : Fin 6 → ℝ := ![-1, 1, 1, -1, -1, 1]

/-- The core-level alignment formula applied to six reported energies. -/
def alignment (d : Fin 6 → ℝ) : ℝ := ∑ i, coeff i * d i

/-- The alignment formula written out: the band edge of B relative to its core level, minus the
same quantity for A, plus the core-level difference in the interface cell. -/
theorem alignment_eq (d : Fin 6 → ℝ) :
    alignment d = (d 2 - d 3) - (d 0 - d 1) + (d 5 - d 4) := by
  unfold alignment
  rw [Fin.sum_univ_six]
  change (-1) * d 0 + 1 * d 1 + 1 * d 2 + (-1) * d 3 + (-1) * d 4 + 1 * d 5 = _
  ring

/-- The alignment formula returns the band offset for all levels and all energy zeros. -/
theorem alignment_formula (s : Setup) : alignment (data s) = offset s := by
  rw [alignment_eq]
  change ((s.VB - s.tB) - (s.RB - s.tB)) - ((s.VA - s.tA) - (s.RA - s.tA))
    + ((s.RB - s.t) - (s.RA - s.t)) = s.VB - s.VA
  ring

/-- Any six real numbers occur as the reported energies of some setup. -/
theorem data_surjective : Function.Surjective data := by
  intro d
  -- put the interface zero at `t = 0` and solve for the remaining quantities
  refine ⟨{ VA := d 0 + (d 4 - d 1), RA := d 4, VB := d 2 + (d 5 - d 3), RB := d 5,
            tA := d 4 - d 1, tB := d 5 - d 3, t := 0 }, ?_⟩
  ext i
  fin_cases i <;> simp [data]

/-- A function of the six reported energies, linear or not, returns the band offset for every
setup exactly when it is the alignment formula. -/
theorem recovers_offset_iff (F : (Fin 6 → ℝ) → ℝ) :
    (∀ s, F (data s) = offset s) ↔ ∀ d, F d = alignment d := by
  constructor
  · intro h d
    obtain ⟨s, rfl⟩ := data_surjective d
    rw [h s, alignment_formula s]
  · intro h s
    rw [h (data s), alignment_formula s]

/-- Applied to the data with `1` in place `k` and `0` elsewhere, the alignment formula returns the
`k`-th coefficient. -/
theorem alignment_single (k : Fin 6) : alignment (Pi.single k 1) = coeff k := by
  simp [alignment, Pi.single_apply]

/-- A linear combination of the six reported energies equals the band offset for all levels and
energy zeros exactly when its coefficients are `-1, 1, 1, -1, -1, 1`. -/
theorem linear_combination_unique (c : Fin 6 → ℝ) :
    (∀ s, ∑ i, c i * data s i = offset s) ↔ c = ![-1, 1, 1, -1, -1, 1] := by
  constructor
  · intro h
    have H := (recovers_offset_iff (fun d => ∑ i, c i * d i)).1 h
    -- unit vectors read off the coefficients one at a time
    have hc : c = coeff := by
      funext k
      have hk := H (Pi.single k 1)
      rw [alignment_single] at hk
      simpa [Pi.single_apply] using hk
    exact hc
  · intro h s
    rw [h]
    exact alignment_formula s

/-- For each of the six reported energies there are two setups that agree on the other five and
have different band offsets. -/
theorem every_datum_needed (k : Fin 6) :
    ∃ s s' : Setup, (∀ i, i ≠ k → data s i = data s' i) ∧ offset s ≠ offset s' := by
  obtain ⟨s, hs⟩ := data_surjective (Pi.single k 1)
  obtain ⟨s', hs'⟩ := data_surjective 0
  refine ⟨s, s', ?_, ?_⟩
  · intro i hi
    rw [hs, hs']
    simp [hi]
  · -- the two offsets are the `k`-th coefficient and zero
    have h0 : alignment 0 = 0 := by simp [alignment]
    rw [← alignment_formula s, ← alignment_formula s', hs, hs', alignment_single, h0]
    fin_cases k <;> simp [coeff]

/-- If the core levels in the interface cell lie at `RA + δA` and `RB + δB` instead of `RA` and
`RB`, the alignment formula returns the band offset `VB - VA` plus `δB - δA`. -/
theorem alignment_with_core_shifts (s : Setup) (δA δB : ℝ) :
    alignment ![s.VA - s.tA, s.RA - s.tA, s.VB - s.tB, s.RB - s.tB,
      s.RA + δA - s.t, s.RB + δB - s.t] = offset s + (δB - δA) := by
  rw [alignment_eq]
  change ((s.VB - s.tB) - (s.RB - s.tB)) - ((s.VA - s.tA) - (s.RA - s.tA))
    + ((s.RB + δB - s.t) - (s.RA + δA - s.t)) = (s.VB - s.VA) + (δB - δA)
  ring

end

end CoreLevelAlignment
```

```lean
#print axioms CoreLevelAlignment.linear_combination_unique
#print axioms CoreLevelAlignment.every_datum_needed
#print axioms CoreLevelAlignment.alignment_with_core_shifts
```

```
'CoreLevelAlignment.linear_combination_unique' depends on axioms: [propext, Classical.choice, Quot.sound]
'CoreLevelAlignment.every_datum_needed' depends on axioms: [propext, Classical.choice, Quot.sound]
'CoreLevelAlignment.alignment_with_core_shifts' depends on axioms: [propext, Classical.choice, Quot.sound]
```

## How the proof follows the derivation

**Cancellation.** `alignment_eq` expands the sum over six indices with `Fin.sum_univ_six`, puts in the numerical coefficients with `change`, and lets `ring` collect the terms into the three brackets. `alignment_formula` then writes each $d_i$ as a level minus a zero, again with `change`, and `ring` performs the cancellation.

**Independence of the data.** `data_surjective` supplies the solution found above, with `t := 0`, as an explicit `Setup`. The tactic `fin_cases i` splits the check into the six components, and `simp` verifies each one.

**Arbitrary functions.** In `recovers_offset_iff`, the line `obtain ⟨s, rfl⟩ := data_surjective d` picks a setup that produces `d` and replaces `d` by `data s` throughout. Both sides then equal the offset of `s`, one by the assumption `h` and the other by `alignment_formula`. In the converse, the assumption turns `F (data s)` into `alignment (data s)`, and `alignment_formula` turns that into the offset.

**Coefficients.** `alignment_single` evaluates the formula on the unit vector $e_k$, written `Pi.single k 1`, and finds `coeff k`. In the main theorem, the result for arbitrary functions is applied to `fun d => ∑ i, c i * d i`. This gives the equality `H` of the two sums for all data. Evaluating `H` on the unit vector leaves `c k` on the left and `coeff k` on the right, and `funext k` assembles the six equalities into one equality of vectors. The converse substitutes the stated coefficients and quotes `alignment_formula`.

**Necessity of each datum.** `every_datum_needed` uses surjectivity twice, to get a setup with data $e_k$ and one with data $0$. Away from place `k` the data agree. The offsets are rewritten backwards through `alignment_formula` as values of `alignment`, which turns them into `coeff k` and `0`. The final `fin_cases k` checks that none of the six coefficients vanishes.

**Displaced core levels.** `alignment_with_core_shifts` applies the formula to a data vector whose last two entries contain `δA` and `δB`. It follows the pattern of `alignment_formula`, and `ring` checks that the result is the offset plus `δB - δA`.
